# Every hydrogenic ns function satisfies the nuclear cusp condition $R'(0)=-Z\,R(0)$

## The radial Hamiltonian and the ns functions

We use atomic units and a fixed point nucleus of charge $Z$. For an s state the wavefunction depends only on the distance $r$ from the nucleus, and the Hamiltonian acts on its radial function $R$ as
$$
(H_Z R)(r) = -\tfrac12\Big(R''(r)+\frac{2}{r}R'(r)\Big)-\frac{Z}{r}R(r),\qquad r>0 .
$$
For $n\ge 1$ the ns function is
$$
R_n(r)=e^{-Zr/n}\sum_{k=0}^{n-1} c_k\Big(\frac{2Zr}{n}\Big)^k,\qquad
c_k=\frac{(-1)^k}{k!}\binom{n}{k+1}.
$$
We write $p(x)=\sum_k c_kx^k$ for the polynomial factor, with $x=2Zr/n$.

This $R_n$ is not normalised. The function with $\int_0^\infty R^2r^2\,dr=1$ is $2Z^{3/2}n^{-5/2}R_n$, whose value at the nucleus is $2(Z/n)^{3/2}$. The cusp condition is linear in $R$, so it is unaffected by this factor.

The potential $-Z/r$ diverges at the nucleus, while the energy is finite. The kinetic term $-R'/r$ must cancel the divergence, and this fixes the slope of $R$ at the origin. As a function of position in space, $R(|\mathbf r|)$ then has a kink there, the cusp.

## What is proved

For $Z>0$ and $n\ge1$, the theorem `hydrogenicS_cusp` states four things:

- $H_ZR_n=-\dfrac{Z^2}{2n^2}R_n$ at every $r>0$;
- $R_n(0)=n$;
- $R_n$ is differentiable at $0$, with $R_n'(0)=-Z\,R_n(0)$;
- $r^mR_n(r)\to0$ as $r\to\infty$, for every natural number $m$.

In Lean, `radialH Z R r` is $(H_ZR)(r)$, with the derivatives taken by `deriv`, and `hydrogenicS Z n` is $R_n$. The radial functions in Lean are defined on all of $\mathbb R$. For negative $r$ the formula for $R_n$ is simply continued, so the derivative at $0$ in `HasDerivAt` is two-sided and agrees with the physical slope from the right.

The cusp itself comes from a more general theorem, `kato_cusp`. It takes any real $Z$ and $E$ and any $R$ that solves $H_ZR=ER$ for $r>0$ and is twice continuously differentiable on the line (`ContDiff ℝ 2 R`). This smoothness is assumed there; it selects solutions that are regular at the nucleus and excludes those that behave like $1/r$. For $R_n$ it is proved.

Kato's name is usually attached to cusp conditions for many-electron wavefunctions, at electron–nucleus and electron–electron coalescences. The theorem here concerns one electron in an s wave. The model has no electron repulsion, no relativity and no finite nuclear size. The decay statement expresses the bound character of the state; the norm is not computed, and it is not shown that the $R_n$ exhaust the bound s states.

## From the coefficients to the radial equation

The binomial identity $(k+2)\binom{n}{k+2}=(n-k-1)\binom{n}{k+1}$ gives
$$
(k+1)(k+2)c_{k+1}=\frac{(-1)^{k+1}}{k!}(k+2)\binom{n}{k+2}=-(n-1-k)c_k .
$$
The coefficient of $x^k$ in $xp''+(2-x)p'+(n-1)p$ is
$$
k(k+1)c_{k+1}+2(k+1)c_{k+1}-kc_k+(n-1)c_k=(k+1)(k+2)c_{k+1}+(n-1-k)c_k=0,
$$
so $p$ solves the associated Laguerre equation
$$
xp''+(2-x)p'+(n-1)p=0 .
$$

Now put $a=Z/n$, so that $R_n=e^{-ar}p(2ar)$. With $p$ and its derivatives evaluated at $x=2ar$,
$$
R_n'=a\,e^{-ar}(2p'-p),\qquad R_n''=a^2e^{-ar}(4p''-4p'+p).
$$
Since $Z=na$,
$$
R_n''+\frac2rR_n'+\frac{2Z}{r}R_n
=a^2R_n+\frac{2a}{r}e^{-ar}\big[xp''+(2-x)p'+(n-1)p\big]=a^2R_n .
$$
Multiplication by $-\tfrac12$ gives the radial equation with energy $-a^2/2=-Z^2/(2n^2)$.

## The limit at the nucleus

Let $R$ be twice continuously differentiable with $H_ZR=ER$ for $r>0$. Multiplying the equation by $-r$ and collecting terms gives
$$
\tfrac12 rR''(r)+R'(r)+ZR(r)+ErR(r)=0,\qquad r>0 .
$$
The left side is continuous up to $r=0$. In the limit $r\to0^+$ the first and last terms vanish, and $R'(0)+ZR(0)=0$ remains. The energy drops out, which is why the ratio $R_n'(0)/R_n(0)$ is the same for all $n$.

The value at the nucleus is the constant coefficient, $R_n(0)=c_0=\binom n1=n$. For the decay, $r^mR_n(r)$ is a finite sum of terms proportional to $r^{m+k}e^{-ar}$ with $a>0$, and each of them tends to zero.

## The 2s state for Z = 2

For $Z=n=2$ we have $a=1$, $c_0=2$ and $c_1=-1$, so
$$
R_2=2(1-r)e^{-r},\qquad R_2'=2(r-2)e^{-r},\qquad R_2''=2(3-r)e^{-r}.
$$
At the nucleus $R_2(0)=2$ and $R_2'(0)=-4=-2\cdot2$, as the cusp condition requires. At $r=2$ we have $R_2=-2e^{-2}$, $R_2'=0$ and $R_2''=2e^{-2}$. Hence $H_ZR_2=-e^{-2}+2e^{-2}=e^{-2}$, which equals $-\tfrac12R_2$, and $-Z^2/(2n^2)=-\tfrac12$.

## The cusp in a local-energy evaluation

Variational and diffusion Monte Carlo codes evaluate the local energy of a trial function. For a single electron in an s orbital $R$ it is
$$
\frac{(H_ZR)(r)}{R(r)}=-\frac{R''(r)}{2R(r)}-\frac1r\left(\frac{R'(r)}{R(r)}+Z\right).
$$
If $R$ is smooth in $r$ and $R(0)\neq0$, this stays finite at the nucleus exactly when $R'(0)=-ZR(0)$. A finite sum of s-type Gaussians has $R'(0)=0$, so if $R(0)\neq0$ its local energy diverges like $-Z/r$. All-electron quantum Monte Carlo calculations with such orbitals therefore often modify the orbital near the nucleus to restore the slope.

## The Lean file

```lean
import Mathlib

open Polynomial Filter Topology

namespace HydrogenicCusp

noncomputable section

/-- The s-wave radial Coulomb Hamiltonian in atomic units,
`-(R'' + 2R'/r)/2 - Z R/r`, for `r ≠ 0`. -/
def radialH (Z : ℝ) (R : ℝ → ℝ) (r : ℝ) : ℝ :=
  -(deriv (deriv R) r + 2 * deriv R r / r) / 2 - Z * R r / r

/-- The unnormalised hydrogenic `ns` radial function for nuclear charge `Z`, for `n ≥ 1`. -/
def hydrogenicS (Z : ℝ) (n : ℕ) (r : ℝ) : ℝ :=
  Real.exp (-Z * r / n) * ∑ k ∈ Finset.range n,
    (-1) ^ k * (n.choose (k + 1) : ℝ) * (2 * Z * r / n) ^ k / (k.factorial : ℝ)

/-- The polynomial factor of the `ns` function, in the scaled variable `x = 2Zr/n`. -/
def radialPoly (n : ℕ) : ℝ[X] :=
  ∑ k ∈ Finset.range n,
    C ((-1) ^ k * (n.choose (k + 1) : ℝ) / (k.factorial : ℝ)) * X ^ k

/-- The coefficient of `x^k` in the polynomial factor, for every `k`. -/
theorem radialPoly_coeff (n k : ℕ) :
    (radialPoly n).coeff k = (-1) ^ k * (n.choose (k + 1) : ℝ) / (k.factorial : ℝ) := by
  simp only [radialPoly, finsetSum_coeff, coeff_C_mul_X_pow, Finset.sum_ite_eq,
    Finset.mem_range]
  split_ifs with h
  · rfl
  · rw [Nat.choose_eq_zero_of_lt (by omega)]
    simp

/-- The two-term recurrence between successive coefficients of the polynomial factor. -/
theorem radialPoly_recurrence (n k : ℕ) :
    ((k : ℝ) + 1) * (k + 2) * (radialPoly n).coeff (k + 1)
      + ((n : ℝ) - 1 - k) * (radialPoly n).coeff k = 0 := by
  have h : (n.choose (k + 1 + 1) : ℝ) * (k + 2) = n.choose (k + 1) * ((n : ℝ) - (k + 1)) := by
    by_cases hk : k + 1 ≤ n
    · have h' : ((n.choose (k + 1 + 1) * (k + 1 + 1) : ℕ) : ℝ)
          = ((n.choose (k + 1) * (n - (k + 1)) : ℕ) : ℝ) := by
        rw [Nat.choose_succ_right_eq n (k + 1)]
      rw [Nat.cast_mul, Nat.cast_mul, Nat.cast_sub hk] at h'
      push_cast at h'
      linear_combination h'
    · rw [Nat.choose_eq_zero_of_lt (show n < k + 1 + 1 by omega),
        Nat.choose_eq_zero_of_lt (show n < k + 1 by omega)]
      simp
  have e : ((k : ℝ) + 1) * ((k : ℝ) + 1)⁻¹ = 1 := mul_inv_cancel₀ (by positivity)
  rw [radialPoly_coeff, radialPoly_coeff, Nat.factorial_succ, Nat.cast_mul, Nat.cast_succ]
  -- split the inverse factorial so that the factor k + 1 cancels
  simp only [div_eq_mul_inv, mul_inv]
  linear_combination
    (-((k : ℝ) + 2) * (-1) ^ k * (n.choose (k + 1 + 1) : ℝ) / (k.factorial : ℝ)) * e
      + (-(-1) ^ k / (k.factorial : ℝ)) * h

/-- The polynomial factor solves the associated Laguerre equation
`x p'' + (2 - x) p' + (n - 1) p = 0`. -/
theorem radialPoly_laguerre (n : ℕ) (x : ℝ) :
    x * (derivative (derivative (radialPoly n))).eval x
      + (2 - x) * (derivative (radialPoly n)).eval x
      + ((n : ℝ) - 1) * (radialPoly n).eval x = 0 := by
  have h : X * derivative (derivative (radialPoly n))
      + (C 2 * derivative (radialPoly n) - X * derivative (radialPoly n))
      + C ((n : ℝ) - 1) * radialPoly n = 0 := by
    -- compare the coefficients of each power of x
    ext k
    rcases k with _ | k
    · have h0 := radialPoly_recurrence n 0
      simp only [coeff_add, coeff_sub, coeff_C_mul, coeff_X_mul_zero, coeff_derivative,
        coeff_zero]
      push_cast at h0 ⊢
      linear_combination h0
    · have h1 := radialPoly_recurrence n (k + 1)
      simp only [coeff_add, coeff_sub, coeff_C_mul, coeff_X_mul, coeff_derivative, coeff_zero]
      push_cast at h1 ⊢
      linear_combination h1
  have hx := congrArg (eval x) h
  simp only [eval_add, eval_sub, eval_mul, eval_X, eval_C, eval_zero] at hx
  linear_combination hx

/-- The derivative of `exp(-ar) p(2ar)` is again an exponential times a polynomial. -/
theorem hasDerivAt_exp_mul_eval (a : ℝ) (p : ℝ[X]) (r : ℝ) :
    HasDerivAt (fun s : ℝ => Real.exp (-(a * s)) * p.eval (2 * a * s))
      (Real.exp (-(a * r)) * (C a * (C 2 * derivative p - p)).eval (2 * a * r)) r := by
  have h1 : HasDerivAt (fun s : ℝ => -(a * s)) (-a) r :=
    ((hasDerivAt_id' r).const_mul a).fun_neg.congr_deriv (by ring)
  have h2 : HasDerivAt (fun s : ℝ => 2 * a * s) (2 * a) r :=
    ((hasDerivAt_id' r).const_mul (2 * a)).congr_deriv (by ring)
  have h3 : HasDerivAt (fun s : ℝ => p.eval (2 * a * s))
      ((derivative p).eval (2 * a * r) * (2 * a)) r :=
    (p.hasDerivAt (2 * a * r)).comp r h2
  refine (h1.exp.fun_mul h3).congr_deriv ?_
  simp only [eval_mul, eval_sub, eval_C]
  ring

/-- The `ns` function is `exp(-ar) p(2ar)` with `a = Z/n` and `p` its polynomial factor. -/
theorem hydrogenicS_eq (Z : ℝ) (n : ℕ) :
    hydrogenicS Z n =
      fun r => Real.exp (-(Z / n * r)) * (radialPoly n).eval (2 * (Z / n) * r) := by
  funext r
  have h1 : -Z * r / n = -(Z / n * r) := by ring
  have h2 : 2 * Z * r / n = 2 * (Z / n) * r := by ring
  simp only [hydrogenicS, radialPoly, eval_finsetSum, eval_mul, eval_C, eval_pow, eval_X,
    h1, h2]
  congr 1
  exact Finset.sum_congr rfl fun k _ => by ring

/-- The `ns` function solves the radial Coulomb equation with energy `-Z²/(2n²)`. -/
theorem radialH_hydrogenicS (Z : ℝ) {n : ℕ} (hn : 1 ≤ n) {r : ℝ} (hr : 0 < r) :
    radialH Z (hydrogenicS Z n) r = -(Z ^ 2 / (2 * n ^ 2)) * hydrogenicS Z n r := by
  have hr' : r * r⁻¹ = 1 := mul_inv_cancel₀ hr.ne'
  have hn' : (n : ℝ) * (n : ℝ)⁻¹ = 1 := mul_inv_cancel₀ (by positivity)
  have d (p : ℝ[X]) := funext fun s => (hasDerivAt_exp_mul_eval (Z / n) p s).deriv
  -- the radial equation is the Laguerre equation times -(Z/n) exp(-Zr/n)/r
  have alg : ∀ E P0 P1 P2 : ℝ,
      2 * (Z / n) * r * P2 + (2 - 2 * (Z / n) * r) * P1 + ((n : ℝ) - 1) * P0 = 0 →
      -(E * (Z / n * (2 * (Z / n * (2 * P2 - P1)) - Z / n * (2 * P1 - P0)))
        + 2 * (E * (Z / n * (2 * P1 - P0))) / r) / 2 - Z * (E * P0) / r
        = -(Z ^ 2 / (2 * n ^ 2)) * (E * P0) := by
    intro E P0 P1 P2 ode
    linear_combination (-E * (Z / n) / r) * ode + 2 * (Z / n) ^ 2 * E * (P2 - P1) * hr'
      + E * P0 * Z / r * hn'
  rw [radialH, hydrogenicS_eq, d, d]
  simp only [derivative_mul, derivative_C, derivative_sub, zero_mul, zero_add,
    eval_mul, eval_sub, eval_C]
  linear_combination alg (Real.exp (-(Z / n * r))) _ _ _
    (radialPoly_laguerre n (2 * (Z / n) * r))

/-- The one-electron nuclear cusp condition: a twice continuously differentiable s-wave solution of
the radial Coulomb equation, at any energy `E`, has `R'(0) = -Z R(0)`. -/
theorem kato_cusp {Z E : ℝ} {R : ℝ → ℝ} (hR : ContDiff ℝ 2 R)
    (heq : ∀ r, 0 < r → radialH Z R r = E * R r) : deriv R 0 = -Z * R 0 := by
  have h2 : ContDiff ℝ (1 + 1) R := by
    rw [one_add_one_eq_two]
    exact hR
  have h1 : ContDiff ℝ 1 (deriv R) := (contDiff_succ_iff_deriv.1 h2).2.2
  have c0 : Continuous R := hR.continuous
  have c1 : Continuous (deriv R) := h1.continuous
  have c2 : Continuous (deriv (deriv R)) := h1.continuous_deriv le_rfl
  -- r times the equation is continuous up to the nucleus
  let g : ℝ → ℝ := fun r => r * deriv (deriv R) r / 2 + deriv R r + Z * R r + E * r * R r
  have hg : Continuous g := by
    dsimp only [g]
    fun_prop
  have hz : ∀ r, 0 < r → g r = 0 := by
    intro r hr
    have e := heq r hr
    have hr' : r * r⁻¹ = 1 := mul_inv_cancel₀ hr.ne'
    dsimp only [g]
    rw [radialH] at e
    linear_combination (-r) * e - (deriv R r + Z * R r) * hr'
  have t : Tendsto g (𝓝[>] 0) (𝓝 (g 0)) := (hg.tendsto 0).mono_left nhdsWithin_le_nhds
  have t0 : Tendsto g (𝓝[>] 0) (𝓝 0) := by
    refine tendsto_const_nhds.congr' ?_
    filter_upwards [self_mem_nhdsWithin] with r hr
    exact (hz r hr).symm
  have h0 := tendsto_nhds_unique t t0
  dsimp only [g] at h0
  linear_combination h0

/-- For `Z > 0` the `ns` function decays faster than any power of the distance. -/
theorem hydrogenicS_decay {Z : ℝ} (hZ : 0 < Z) {n : ℕ} (hn : 1 ≤ n) (m : ℕ) :
    Tendsto (fun r => r ^ m * hydrogenicS Z n r) atTop (𝓝 0) := by
  have ha : 0 < Z / n := by positivity
  have u (k : ℕ) : Tendsto (fun r : ℝ => r ^ (m + k) * Real.exp (-(Z / n) * r))
      atTop (𝓝 0) := by
    have v := tendsto_rpow_mul_exp_neg_mul_atTop_nhds_zero ((m + k : ℕ) : ℝ) (Z / n) ha
    simpa only [Real.rpow_natCast] using v
  have s := tendsto_finsetSum (Finset.range n) fun k _ => (u k).const_mul
    ((-1) ^ k * (n.choose (k + 1) : ℝ) * (2 * (Z / n)) ^ k / (k.factorial : ℝ))
  simp only [mul_zero, Finset.sum_const_zero] at s
  refine s.congr fun r => ?_
  have he : -Z * r / n = -(Z / n) * r := by ring
  rw [hydrogenicS, he, ← mul_assoc, Finset.mul_sum]
  exact Finset.sum_congr rfl fun k _ => by ring

/-- For `Z > 0` and `n ≥ 1` the `ns` function solves the radial Coulomb equation with energy
`-Z²/(2n²)`, equals `n` at the nucleus, obeys the cusp condition `R'(0) = -Z R(0)`, and decays
faster than any power of the distance. -/
theorem hydrogenicS_cusp {Z : ℝ} (hZ : 0 < Z) {n : ℕ} (hn : 1 ≤ n) :
    (∀ r, 0 < r →
      radialH Z (hydrogenicS Z n) r = -(Z ^ 2 / (2 * n ^ 2)) * hydrogenicS Z n r) ∧
    hydrogenicS Z n 0 = n ∧
    HasDerivAt (hydrogenicS Z n) (-Z * hydrogenicS Z n 0) 0 ∧
    ∀ m : ℕ, Tendsto (fun r => r ^ m * hydrogenicS Z n r) atTop (𝓝 0) := by
  have hsol := fun r (hr : 0 < r) => radialH_hydrogenicS Z hn hr
  refine ⟨hsol, ?_, ?_, hydrogenicS_decay hZ hn⟩
  · -- the value at the nucleus is the constant coefficient
    simp only [hydrogenicS_eq, mul_zero, neg_zero, Real.exp_zero, one_mul,
      ← coeff_zero_eq_eval_zero, radialPoly_coeff]
    simp
  · have hC : ContDiff ℝ 2 (hydrogenicS Z n) := by
      unfold hydrogenicS
      exact ContDiff.mul (Real.contDiff_exp.comp (by fun_prop))
        (ContDiff.sum fun k _ => by fun_prop)
    have hd : DifferentiableAt ℝ (hydrogenicS Z n) 0 := by
      rw [hydrogenicS_eq]
      exact (hasDerivAt_exp_mul_eval (Z / n) (radialPoly n) 0).differentiableAt
    exact hd.hasDerivAt.congr_deriv (kato_cusp hC hsol)

end

end HydrogenicCusp
```

```lean
#print axioms HydrogenicCusp.hydrogenicS_cusp
-- 'HydrogenicCusp.hydrogenicS_cusp' depends on axioms: [propext, Classical.choice, Quot.sound]
```

## How the proof follows the derivation

**Polynomial part.** `radialPoly` is $p$ as an element of `ℝ[X]`, which makes its coefficients available. `radialPoly_coeff` gives the formula for $c_k$ at every $k$, including $k\ge n$, where the binomial coefficient vanishes. `radialPoly_recurrence` is the two-term recurrence. Its binomial identity comes from `Nat.choose_succ_right_eq`, with a case split because $n-(k+1)$ is a truncated subtraction in the natural numbers. In `radialPoly_laguerre`, `ext k` compares coefficients. The constant term is treated separately, since multiplication by `X` shifts the index, and evaluation at $x$ then turns the polynomial identity into the differential equation.

**Differentiation.** `hasDerivAt_exp_mul_eval` says that the derivative of $e^{-ar}p(2ar)$ is $e^{-ar}q(2ar)$ with $q=a(2p'-p)$. The result has the same form, so the lemma can be applied again to obtain the second derivative. `hydrogenicS_eq` puts $R_n$ into this form.

**Radial equation.** In `radialH_hydrogenicS` the two rewrites with `d` carry out the two differentiations. The auxiliary statement `alg` is the algebra that follows, with the exponential and the values of $p$, $p'$, $p''$ treated as plain numbers; its `E` is the exponential factor, not the energy. The call to `linear_combination` multiplies the Laguerre equation by $-(Z/n)e^{-Zr/n}/r$ and uses $r\,r^{-1}=1$ and $n\,n^{-1}=1$ to clear the fractions. This part holds for every real $Z$.

**Cusp.** In `kato_cusp` the function `g` is the left side of the equation after multiplication by $-r$. Continuity gives the limit $g(0)$ from the right (`t`), and the radial equation gives the limit $0$ (`t0`). Uniqueness of limits yields $g(0)=0$, which is the cusp condition.

**Assembly.** `hydrogenicS_decay` sums the limits of the individual terms. `hydrogenicS_cusp` reads off the constant coefficient, checks that $R_n$ is twice continuously differentiable, and applies `kato_cusp` to the solution already established.
